# Anderson mixing with convex weights on a K-Lipschitz map, K ≤ 1: the error after n steps is at most K^(n/(m+1)) times the initial error

A: In a self-consistent field calculation, a map F takes an input density to an output density, and we look for a density p with F(p) = p. Suppose that F multiplies distances by at most K, with 0 ≤ K ≤ 1, and that each new input x(k+1) is an average, with nonnegative weights summing to one, of the outputs F(x(i)) from the current step k and up to m steps before it. Then, however the weights are chosen,

‖x(n) − p‖ ≤ K^(n/(m+1)) ‖x(0) − p‖.

For K < 1 the iterates converge to p.

Q: Why is the exponent n/(m+1), and not n as in plain iteration?

A: Because the average may lean on old data. Write e(n) = ‖x(n) − p‖, and let c(n) be n/(m+1) rounded up to an integer. I show the slightly stronger bound

e(n) ≤ K^c(n) e(0)

by induction. At n = 0 both sides are e(0). Now assume the bound for all steps up to k, and take a stored step i, so that max(0, k−m) ≤ i ≤ k. With ⌊·⌋ for rounding down, i + m ≥ k gives

c(k+1) = ⌊k/(m+1)⌋ + 1 ≤ ⌊(i+m)/(m+1)⌋ + 1 = c(i) + 1.

Since F(p) = p and K ≤ 1, every stored output satisfies

‖F(x(i)) − p‖ ≤ K e(i) ≤ K^(c(i)+1) e(0) ≤ K^c(k+1) e(0).

Let w(k,i) be the weights. They sum to one, so p can be moved inside the average:

x(k+1) − p = Σ_i w(k,i) (F(x(i)) − p).

By the triangle inequality and w(k,i) ≥ 0,

e(k+1) ≤ Σ_i w(k,i) K^c(k+1) e(0) = K^c(k+1) e(0).

Finally c(n) ≥ n/(m+1), so K^c(n) ≤ K^(n/(m+1)), which is the rate stated above.

Q: The argument is clear. My doubt is whether the Lean statement is about densities and mixing at all. What is a density there?

A: A vector in a real normed space `E`, of any dimension. It can be a density on a grid or a density matrix, and any norm may be used in which F satisfies the hypotheses below. `E` also contains vectors that are not physical densities, with negative values for instance, and in Lean F is defined on those too.

```lean
import Mathlib

open Filter Topology

namespace ConvexAndersonMixing

noncomputable section

variable {E : Type*} [NormedAddCommGroup E] [NormedSpace ℝ E]
```

Q: And the mixing? In a code, the weights come from a least-squares fit to the residuals F(x(i)) − x(i). I doubt that a fixed table of numbers captures that.

A: The table `w k i` is arbitrary, and nothing stops its entries from depending on the whole history of the run. The predicate asks three things at each step k: the weights in the window are nonnegative, they sum to one, and x(k+1) is the weighted sum of the outputs. Subtraction of natural numbers in Lean stops at zero, so `k - m` is max(0, k−m), and a full window holds m+1 iterates.

```lean
/-- Anderson mixing with memory `m` and convex weights: each new iterate is a convex combination
of the outputs `F (x i)` over the stored steps `max(0, k - m) ≤ i ≤ k`. -/
def IsConvexAnderson (F : E → E) (m : ℕ) (w : ℕ → ℕ → ℝ) (x : ℕ → E) : Prop :=
  ∀ k, (∀ i ∈ Finset.Icc (k - m) k, 0 ≤ w k i) ∧
    ∑ i ∈ Finset.Icc (k - m) k, w k i = 1 ∧
    x (k + 1) = ∑ i ∈ Finset.Icc (k - m) k, w k i • F (x i)
```

Q: So "Anderson" here means less than it does in a textbook.

A: Yes. The name usually includes the residual minimisation, whereas `IsConvexAnderson` keeps only the form of the update and adds the sign condition. That condition marks the step to a standard Anderson code that the hypotheses leave open: a least-squares fit that fixes only the sum of the weights can return negative ones. Then Σ|w(k,i)| exceeds one, and the averaging step above no longer gives the bound.

Q: Most codes also damp the update. Is that lost?

A: No, if the damping β is fixed. With G the undamped density map, take F(y) = (1−β)y + βG(y). For β ≠ 0 it has the same fixed points as G, and the weighted sum of F(x(i)) is the damped update.

Q: Now the counting. How does c(n) appear?

A: As `cycles m n`, written with natural-number division, which rounds down; adding m first turns that into rounding up.

```lean
/-- The number of memory cycles begun after `n` steps: `n / (m + 1)` rounded up. -/
def cycles (m n : ℕ) : ℕ := (n + m) / (m + 1)
```

The first lemma is the formula for c(k+1) used in the induction.

```lean
/-- Step `k + 1` lies in the cycle numbered `k / (m + 1) + 1`, with the quotient rounded down. -/
theorem cycles_succ (m k : ℕ) : cycles m (k + 1) = k / (m + 1) + 1 := by
  unfold cycles
  rw [show k + 1 + m = k + (m + 1) by omega, Nat.add_div_right _ (Nat.succ_pos m)]
```

The second says that the count rises by exactly one from the oldest stored step to the new one. It treats a full window and a window still filling up as separate cases, and it is needed only for the worst-case example further on.

```lean
/-- From the oldest stored step to the new step the cycle count grows by exactly one. -/
theorem cycles_oldest (m k : ℕ) : cycles m (k + 1) = cycles m (k - m) + 1 := by
  rw [cycles_succ]
  unfold cycles
  rcases le_total m k with h | h
  · rw [Nat.sub_add_cancel h]
  · rw [Nat.sub_eq_zero_of_le h, Nat.zero_add, Nat.div_eq_of_lt (show k < m + 1 by omega),
      Nat.div_eq_of_lt (show m < m + 1 by omega)]
```

Q: My next objection is that a real density map need not contract everywhere.

A: The main theorem doesn't ask for that. Its hypothesis `hF` requires the Lipschitz inequality only on a closed ball of radius `r` about p, and `h0` puts the initial guess in that ball. The constant K stands for the response of the output density to an error in the input: the error comes out multiplied by at most K. This is assumed, as is the existence of p; neither is derived from a Hamiltonian.

```lean
/-- If `F` is `K`-Lipschitz, `0 ≤ K ≤ 1`, on a ball about its fixed point `p` that contains the
initial guess, then the error of convex Anderson mixing is at most the initial error times one
factor `K` for every memory cycle begun, whatever the convex weights. -/
theorem error_le_pow_cycles {F : E → E} {m : ℕ} {w : ℕ → ℕ → ℝ} {x : ℕ → E} {p : E} {K r : ℝ}
    (hK0 : 0 ≤ K) (hK1 : K ≤ 1)
    (hF : ∀ y z, ‖y - p‖ ≤ r → ‖z - p‖ ≤ r → ‖F y - F z‖ ≤ K * ‖y - z‖)
    (hp : F p = p) (hx : IsConvexAnderson F m w x) (h0 : ‖x 0 - p‖ ≤ r) (n : ℕ) :
    ‖x n - p‖ ≤ K ^ cycles m n * ‖x 0 - p‖ := by
  induction n using Nat.strong_induction_on with
  | _ n ih =>
    cases n with
    | zero =>
      have h : cycles m 0 = 0 := by
        unfold cycles
        exact Nat.div_eq_of_lt (by omega)
      rw [h, pow_zero, one_mul]
    | succ k =>
      obtain ⟨hw, hs, hxk⟩ := hx k
      -- every stored output obeys the bound claimed for the new iterate
      have hterm : ∀ i ∈ Finset.Icc (k - m) k,
          ‖F (x i) - p‖ ≤ K ^ cycles m (k + 1) * ‖x 0 - p‖ := by
        intro i hi
        rw [Finset.mem_Icc] at hi
        have hi' := ih i (by omega)
        have hball : ‖x i - p‖ ≤ r := hi'.trans
          ((mul_le_of_le_one_left (norm_nonneg _) (pow_le_one₀ hK0 hK1)).trans h0)
        have hpp : ‖p - p‖ ≤ r := by
          rw [sub_self, norm_zero]
          exact (norm_nonneg _).trans h0
        have hc : cycles m (k + 1) ≤ cycles m i + 1 := by
          rw [cycles_succ]
          exact Nat.succ_le_succ (Nat.div_le_div_right (by omega))
        calc ‖F (x i) - p‖ = ‖F (x i) - F p‖ := by rw [hp]
          _ ≤ K * ‖x i - p‖ := hF _ _ hball hpp
          _ ≤ K * (K ^ cycles m i * ‖x 0 - p‖) := mul_le_mul_of_nonneg_left hi' hK0
          _ = K ^ (cycles m i + 1) * ‖x 0 - p‖ := by ring
          _ ≤ K ^ cycles m (k + 1) * ‖x 0 - p‖ :=
            mul_le_mul_of_nonneg_right (pow_le_pow_of_le_one hK0 hK1 hc) (norm_nonneg _)
      -- since the weights sum to one, the new error is the average of the output errors
      have hsum : ∑ i ∈ Finset.Icc (k - m) k, w k i • p = p := by
        rw [← Finset.sum_smul, hs, one_smul]
      have hsplit : x (k + 1) - p = ∑ i ∈ Finset.Icc (k - m) k, w k i • (F (x i) - p) := by
        rw [hxk]
        simp only [smul_sub, Finset.sum_sub_distrib, hsum]
      rw [hsplit]
      calc ‖∑ i ∈ Finset.Icc (k - m) k, w k i • (F (x i) - p)‖
          ≤ ∑ i ∈ Finset.Icc (k - m) k, ‖w k i • (F (x i) - p)‖ := norm_sum_le _ _
        _ ≤ ∑ i ∈ Finset.Icc (k - m) k, w k i * (K ^ cycles m (k + 1) * ‖x 0 - p‖) := by
            refine Finset.sum_le_sum fun i hi => ?_
            rw [norm_smul, Real.norm_of_nonneg (hw i hi)]
            exact mul_le_mul_of_nonneg_left (hterm i hi) (hw i hi)
        _ = K ^ cycles m (k + 1) * ‖x 0 - p‖ := by rw [← Finset.sum_mul, hs, one_mul]
```

Q: Where does the proof check that the iterates stay in the ball?

A: In `hball`. The induction hypothesis gives e(i) ≤ K^c(i) e(0) ≤ e(0) ≤ r for every stored step. Strong induction is used because the new iterate depends on several earlier ones. Inside the induction step, `hc` is the counting inequality, and the first `calc` block is the chain for one stored output. Then `hsplit` moves p inside the average, and the last `calc` block is the triangle inequality followed by the sum of the weights.

Q: That has an integer exponent. You promised n/(m+1).

A: The next theorem has it, as a real power, for a map that is K-Lipschitz on the whole space. It applies the previous theorem with the ball radius equal to the initial error. `hn` and `hexp` show n/(m+1) ≤ c(n), and since 0 ≤ K ≤ 1, the larger exponent gives the smaller power.

```lean
/-- For a `K`-Lipschitz map with `0 ≤ K ≤ 1` and fixed point `p`, convex Anderson mixing with
memory `m` has error at most `K ^ (n / (m + 1))` times the initial error after `n` steps,
however the weights are chosen. -/
theorem anderson_rate {F : E → E} {m : ℕ} {w : ℕ → ℕ → ℝ} {x : ℕ → E} {p : E} {K : ℝ}
    (hK0 : 0 ≤ K) (hK1 : K ≤ 1) (hF : ∀ y z, ‖F y - F z‖ ≤ K * ‖y - z‖)
    (hp : F p = p) (hx : IsConvexAnderson F m w x) (n : ℕ) :
    ‖x n - p‖ ≤ K ^ ((n : ℝ) / ((m : ℝ) + 1)) * ‖x 0 - p‖ := by
  -- rounding up can only increase the exponent
  have hn : n ≤ cycles m n * (m + 1) := by
    have h1 := Nat.div_add_mod (n + m) (m + 1)
    have h2 : (n + m) % (m + 1) ≤ m := Nat.le_of_lt_succ (Nat.mod_lt _ (Nat.succ_pos m))
    unfold cycles
    rw [Nat.mul_comm]
    generalize (m + 1) * ((n + m) / (m + 1)) = a at h1 ⊢
    omega
  have hexp : (n : ℝ) / ((m : ℝ) + 1) ≤ (cycles m n : ℝ) := by
    rw [div_le_iff₀ (by positivity)]
    exact_mod_cast hn
  refine (error_le_pow_cycles hK0 hK1 (fun y z _ _ => hF y z) hp hx le_rfl n).trans ?_
  refine mul_le_mul_of_nonneg_right ?_ (norm_nonneg _)
  rw [← Real.rpow_natCast]
  exact Real.rpow_le_rpow_of_exponent_ge' hK0 hK1 (by positivity) hexp
```

At m = 0 only the current output is used, and the bound is the familiar K^n of plain iteration. At K = 1 it says only that the error never exceeds its initial value.

Q: Then to prove convergence from this bound you take K < 1.

A: That is the hypothesis of the convergence theorem, again with the contraction required only on the ball. Once n ≥ b(m+1), the count c(n) is at least b, so c(n) grows without limit and K^c(n) tends to zero. The error is squeezed between zero and that bound.

```lean
/-- If `F` is a strict contraction on a ball about its fixed point `p` and the initial guess lies
in that ball, then convex Anderson mixing converges to `p`. -/
theorem anderson_tendsto {F : E → E} {m : ℕ} {w : ℕ → ℕ → ℝ} {x : ℕ → E} {p : E} {K r : ℝ}
    (hK0 : 0 ≤ K) (hK1 : K < 1)
    (hF : ∀ y z, ‖y - p‖ ≤ r → ‖z - p‖ ≤ r → ‖F y - F z‖ ≤ K * ‖y - z‖)
    (hp : F p = p) (hx : IsConvexAnderson F m w x) (h0 : ‖x 0 - p‖ ≤ r) :
    Tendsto x atTop (𝓝 p) := by
  have hc : Tendsto (cycles m) atTop atTop := by
    refine tendsto_atTop_atTop.mpr fun b => ⟨b * (m + 1), fun a ha => ?_⟩
    exact (Nat.le_div_iff_mul_le (Nat.succ_pos m)).mpr (ha.trans (Nat.le_add_right a m))
  have hlim : Tendsto (fun n => K ^ cycles m n * ‖x 0 - p‖) atTop (𝓝 0) := by
    have h := ((tendsto_pow_atTop_nhds_zero_of_lt_one hK0 hK1).comp hc).mul_const ‖x 0 - p‖
    rw [zero_mul] at h
    exact h
  rw [tendsto_iff_norm_sub_tendsto_zero]
  exact squeeze_zero (fun _ => norm_nonneg _)
    (error_le_pow_cycles hK0 hK1.le hF hp hx h0) hlim
```

Q: For m ≥ 1 and 0 < K < 1 your bound decays more slowly than K^n. Is that a weakness of the proof, or can mixing really be that slow?

A: It can be that slow. Take F(y) = Ky, whose fixed point is 0, and put all the weight on the oldest stored iterate.

```lean
/-- The weights that put everything on the oldest stored step. -/
def oldestWeight (m k i : ℕ) : ℝ := if i = k - m then 1 else 0
```

Starting from a vector v, the iterates are then K^c(n) v.

```lean
/-- The sequence that starts at `v` and is scaled by `K` once per memory cycle. -/
def slowest (K : ℝ) (m : ℕ) (v : E) (n : ℕ) : E := K ^ cycles m n • v
```

The next theorem confirms that this sequence obeys the mixing rule. Only one term of each sum survives, and `cycles_oldest` supplies the one extra factor K.

```lean
/-- For the linear map `y ↦ K y`, mixing with all weight on the oldest stored step produces the
sequence `slowest`. -/
theorem slowest_isConvexAnderson (K : ℝ) (m : ℕ) (v : E) :
    IsConvexAnderson (fun y : E => K • y) m (oldestWeight m) (slowest K m v) := by
  intro k
  have hmem : k - m ∈ Finset.Icc (k - m) k := Finset.mem_Icc.mpr ⟨le_rfl, Nat.sub_le k m⟩
  refine ⟨fun i _ => ?_, ?_, ?_⟩
  · unfold oldestWeight
    split_ifs <;> norm_num
  · refine (Finset.sum_eq_single_of_mem (k - m) hmem ?_).trans ?_
    · intro i _ hne
      simp [oldestWeight, hne]
    · simp [oldestWeight]
  · symm
    refine (Finset.sum_eq_single_of_mem (k - m) hmem ?_).trans ?_
    · intro i _ hne
      simp [oldestWeight, hne]
    · simp only [oldestWeight, slowest, cycles_oldest m k, ↓reduceIte, one_mul, smul_smul,
        pow_succ']
```

The last theorem computes the norms, which here are the errors. For v ≠ 0 and 0 ≤ K ≤ 1 this is a genuine worst case: the bound with the rounded exponent is an equality at every step, and the bound with exponent n/(m+1) is an equality whenever n is a multiple of m+1. The weights here were set by hand. If they were instead chosen at each step, still nonnegative with sum one, to minimise the norm of the averaged residual, then for this map with v ≠ 0 and 0 < K < 1 they would all go to the newest iterate, and the error would be K^n ‖v‖.

```lean
/-- For `K ≥ 0` the sequence `slowest` has norm `K ^ cycles m n` times that of `v` at every step
`n`, and norm `K ^ j` times that of `v` at step `j (m + 1)`. -/
theorem slowest_norm {K : ℝ} (hK0 : 0 ≤ K) (m : ℕ) (v : E) :
    (∀ n, ‖slowest K m v n‖ = K ^ cycles m n * ‖v‖) ∧
      ∀ j, ‖slowest K m v (j * (m + 1))‖ = K ^ j * ‖v‖ := by
  have h : ∀ n, ‖slowest K m v n‖ = K ^ cycles m n * ‖v‖ := fun n => by
    unfold slowest
    rw [norm_smul, Real.norm_of_nonneg (pow_nonneg hK0 _)]
  refine ⟨h, fun j => ?_⟩
  have hj : cycles m (j * (m + 1)) = j := by
    unfold cycles
    rw [Nat.add_comm, Nat.add_mul_div_right _ _ (Nat.succ_pos m),
      Nat.div_eq_of_lt (Nat.lt_succ_self m), Nat.zero_add]
  rw [h, hj]

end

end ConvexAndersonMixing
```

Q: So what may I conclude about an electronic-structure run?

A: If the density map, damped or not, contracts on a ball about the solution, the run starts in that ball and the weights are kept nonnegative with sum one, then a poor choice of weights can slow the run down to one factor K per m+1 steps, but it can't make it diverge. The theorems give no speed-up over plain iteration; that would have to come from a good choice of weights, and here the weights are arbitrary.

```lean
#print axioms ConvexAndersonMixing.anderson_rate
-- 'ConvexAndersonMixing.anderson_rate' depends on axioms: [propext, Classical.choice, Quot.sound]
#print axioms ConvexAndersonMixing.anderson_tendsto
-- 'ConvexAndersonMixing.anderson_tendsto' depends on axioms: [propext, Classical.choice, Quot.sound]
#print axioms ConvexAndersonMixing.slowest_isConvexAnderson
-- 'ConvexAndersonMixing.slowest_isConvexAnderson' depends on axioms: [propext, Classical.choice, Quot.sound]
#print axioms ConvexAndersonMixing.slowest_norm
-- 'ConvexAndersonMixing.slowest_norm' depends on axioms: [propext, Classical.choice, Quot.sound]
```
